# The VV10 attraction to a thin uniform sheet falls off faster than the metallic $D^{-5/2}$ law

## Kernel, sheet and units

VV10 is a nonlocal correlation functional that adds dispersion to density functional theory as a sum over pairs of volume elements. Each element carries two positive parameters. The first, $w$, is a local excitation frequency built from the density and its gradient. The second, $k$, damps the interaction at short range. Atomic units are used, and all quantities are real numbers.

In Lean 4 with Mathlib:

```lean
import Mathlib

open MeasureTheory Filter Set
open scoped Topology Real

namespace VV10Sheet

noncomputable section
```

Let the two elements have parameters $(w,k)$ and $(w',k')$, and let $s$ be their squared separation. With $g = ws+k$ and $g' = w's+k'$, the kernel is

$$\Phi(s) = -\frac{3}{2\,g\,g'\,(g+g')}.$$

At large separation $R=\sqrt s$ it approaches $-3/(2ww'(w+w')R^6)$, the familiar pairwise $R^{-6}$ attraction. The electron densities that multiply the kernel in the functional are left out, since for a uniform sheet they contribute only a constant factor. In `vv10Kernel` the arguments come in the order $w, k, w', k', s$.

```lean
/-- The VV10 kernel of two elements with parameters `(w, k)` and `(w', k')` at squared
separation `s`; its domain is where `w s + k`, `w' s + k'` and their sum are nonzero. -/
def vv10Kernel (w k w' k' s : ℝ) : ℝ :=
  -3 / (2 * (w * s + k) * (w' * s + k') * ((w * s + k) + (w' * s + k')))
```

Now place one element at height $D$ above an infinite plane of elements that all have parameters $(w',k')$. A ring of radius $r$ has area $2\pi r\,dr$ and squared separation $r^2+D^2$ from the element, so the energy is

$$E(D) = \int_0^\infty 2\pi r\,\Phi(r^2+D^2)\,dr.$$

`sheetEnergy` is this expression as a Lebesgue integral over `Ioi 0`, the open half-line $r>0$. The sheet has no thickness and no lateral structure, and its parameters do not change with $D$.

```lean
/-- The VV10 kernel integrated over a plane at distance `D` from an element,
with the area measure `2 π r dr`. -/
def sheetEnergy (w k w' k' D : ℝ) : ℝ :=
  ∫ r in Ioi (0 : ℝ), 2 * π * r * vv10Kernel w k w' k' (r ^ 2 + D ^ 2)
```

For two parallel sheets of this kind, every element of one sees the same $E(D)$ from the other. The interaction energy per unit area is therefore $E(D)$ times a positive constant, and at large distance it decays with the same power of $D$. This step from one element to a second sheet is argued here in prose only, and it is what makes a comparison with the law for two metallic sheets meaningful.

## Like elements: a closed form

When the parameters agree, $g'=g$, the denominator is $2g\cdot g\cdot 2g = 4g^3$, and $\Phi = -3/(4g^3)$.

```lean
/-- For equal parameters the VV10 kernel is `-3 / (4 (w s + k)³)`. -/
theorem vv10Kernel_self (w k s : ℝ) :
    vv10Kernel w k w k s = -3 / (4 * (w * s + k) ^ 3) := by
  unfold vv10Kernel
  congr 1
  ring
```

The sign and the monotonicity of the kernel are needed throughout. For $s\ge 0$ and positive parameters, $g$ and $g'$ are positive, and neither decreases when a parameter is raised. The same holds for $2gg'(g+g')$, so $\Phi$ is negative and can only move towards zero. In the next statement $(a,b)$ and $(a',b')$ are the smaller parameters. The tactic `gcongr` carries the inequalities through the products and the reciprocal, and `positivity` settles the sign.

```lean
/-- The VV10 kernel is negative, and raising any of its parameters weakens the attraction
or leaves it unchanged. -/
theorem vv10Kernel_mono {a b a' b' w k w' k' s : ℝ} (ha : 0 < a) (hb : 0 < b)
    (ha' : 0 < a') (hb' : 0 < b') (haw : a ≤ w) (hbk : b ≤ k) (haw' : a' ≤ w')
    (hbk' : b' ≤ k') (hs : 0 ≤ s) :
    vv10Kernel a b a' b' s ≤ vv10Kernel w k w' k' s ∧ vv10Kernel w k w' k' s < 0 := by
  have hw := ha.trans_le haw
  have hk := hb.trans_le hbk
  have hw' := ha'.trans_le haw'
  have hk' := hb'.trans_le hbk'
  unfold vv10Kernel
  constructor
  · rw [neg_div, neg_div, neg_le_neg_iff]
    gcongr
  · exact div_neg_of_neg_of_pos (by norm_num) (by positivity)
```

To integrate over the plane, write $G(r) = w(r^2+D^2)+k$, so that $dG/dr = 2wr$. Take

$$P(r) = \frac{3\pi}{8w\,G(r)^2}.$$

Then

$$\frac{dP}{dr} = \frac{3\pi}{8w}\cdot\frac{-2}{G^3}\cdot 2wr = -\frac{3\pi r}{2G^3} = 2\pi r\left(-\frac{3}{4G^3}\right),$$

which is the integrand. In the proof, `h1` is the derivative of $G$, `h2` that of the denominator $8wG^2$, and `h3` applies the quotient rule. The closing `field_simp` and `ring` match the result to the integrand.

```lean
/-- An explicit radial primitive of the equal-parameter integrand over the plane. -/
theorem hasDerivAt_primitive {w k : ℝ} (hw : 0 < w) (hk : 0 < k) (D r : ℝ) :
    HasDerivAt (fun r : ℝ => 3 * π / (8 * w * (w * (r ^ 2 + D ^ 2) + k) ^ 2))
      (2 * π * r * vv10Kernel w k w k (r ^ 2 + D ^ 2)) r := by
  have hg : w * (r ^ 2 + D ^ 2) + k ≠ 0 := by positivity
  have h1 : HasDerivAt (fun r : ℝ => w * (r ^ 2 + D ^ 2) + k) (w * (2 * r)) r :=
    ((((hasDerivAt_pow 2 r).add_const (D ^ 2)).const_mul w).add_const k).congr_deriv
      (by norm_num)
  have h2 := (h1.fun_pow 2).const_mul (8 * w)
  have h3 := (hasDerivAt_const r (3 * π)).fun_div h2 (by positivity)
  refine h3.congr_deriv ?_
  have e : (2 - 1 : ℕ) = 1 := rfl
  rw [vv10Kernel_self]
  simp only [e, pow_one, Nat.cast_ofNat]
  generalize w * (r ^ 2 + D ^ 2) + k = g at hg ⊢
  field_simp
  ring
```

Since $G(r)\to\infty$, the primitive vanishes far out in the plane, and

$$E(D) = 0 - P(0) = -\frac{3\pi}{8w\,(wD^2+k)^2}.$$

The integrand is never positive, so the existence of this limit also gives absolute convergence. The theorem states both facts: `IntegrableOn` is the convergence, and the equation is the value. Its proof supplies the sign (`hneg`), the limit of the primitive (`hlim`) and the derivative (`hderiv`) to the fundamental theorem of calculus on a half-line.

```lean
/-- For equal parameters the plane integral converges and equals
`-3 π / (8 w (w D² + k)²)`. -/
theorem sheetEnergy_self {w k : ℝ} (hw : 0 < w) (hk : 0 < k) (D : ℝ) :
    IntegrableOn (fun r : ℝ => 2 * π * r * vv10Kernel w k w k (r ^ 2 + D ^ 2)) (Ioi 0) ∧
      sheetEnergy w k w k D = -3 * π / (8 * w * (w * D ^ 2 + k) ^ 2) := by
  have hneg : ∀ r ∈ Ioi (0 : ℝ),
      2 * π * r * vv10Kernel w k w k (r ^ 2 + D ^ 2) ≤ 0 := by
    intro r hr
    have hr' : 0 < r := hr
    exact mul_nonpos_of_nonneg_of_nonpos (by positivity)
      (vv10Kernel_mono hw hk hw hk le_rfl le_rfl le_rfl le_rfl (by positivity)).2.le
  -- the primitive vanishes far out in the plane
  have hsq : Tendsto (fun r : ℝ => r ^ 2) atTop atTop := tendsto_pow_atTop two_ne_zero
  have hg : Tendsto (fun r : ℝ => w * (r ^ 2 + D ^ 2) + k) atTop atTop :=
    tendsto_atTop_add_const_right _ k
      ((tendsto_atTop_add_const_right _ (D ^ 2) hsq).const_mul_atTop hw)
  have hden : Tendsto (fun r : ℝ => 8 * w * (w * (r ^ 2 + D ^ 2) + k) ^ 2) atTop atTop :=
    (hsq.comp hg).const_mul_atTop (by positivity)
  have hlim : Tendsto (fun r : ℝ => 3 * π / (8 * w * (w * (r ^ 2 + D ^ 2) + k) ^ 2))
      atTop (𝓝 0) := tendsto_const_nhds.div_atTop hden
  have hderiv := fun (r : ℝ) (_ : r ∈ Ici (0 : ℝ)) => hasDerivAt_primitive hw hk D r
  refine ⟨integrableOn_Ioi_deriv_of_nonpos' hderiv hneg hlim, ?_⟩
  unfold sheetEnergy
  rw [integral_Ioi_of_hasDerivAt_of_nonpos' hderiv hneg hlim,
    show (0 : ℝ) ^ 2 + D ^ 2 = D ^ 2 by ring]
  ring
```

The smallest distance is allowed. At $D=0$ the element lies in the plane and $E(0) = -3\pi/(8wk^2)$, which is finite because $k>0$.

For a numerical instance take $w=k=1$, so that $E(D) = -3\pi/(8(D^2+1)^2)$:

| $D$ | $E(D)$ | $D^{5/2}E(D)$ | $D^4E(D)$ |
|---|---|---|---|
| 1 | $-3\pi/32 \approx -0.295$ | $-0.295$ | $-0.295$ |
| 3 | $-3\pi/800 \approx -0.0118$ | $-0.184$ | $-0.954$ |
| 7 | $-3\pi/20000 \approx -0.000471$ | $-0.061$ | $-1.131$ |

The third column shrinks towards zero, while the fourth approaches $-3\pi/8 \approx -1.178$.

## Unlike elements: two enclosing closed forms

An element and a sheet of different materials have different parameters. Put $m=\min(w,w')$ and $q=\min(k,k')$. By monotonicity the kernel for unlike elements is no larger in magnitude than the kernel with $(m,q)$ on both sides, whose plane integral converges. The integral for unlike elements then converges by domination. `Integrable.mono` expresses this comparison, and most of the proof turns the inequality between negative numbers into one between absolute values.

```lean
/-- The plane integral of the VV10 kernel converges for all positive parameters. -/
theorem sheet_integrable {w k w' k' : ℝ} (hw : 0 < w) (hk : 0 < k) (hw' : 0 < w')
    (hk' : 0 < k') (D : ℝ) :
    IntegrableOn (fun r : ℝ => 2 * π * r * vv10Kernel w k w' k' (r ^ 2 + D ^ 2))
      (Ioi 0) := by
  have hmeas : Measurable
      (fun r : ℝ => 2 * π * r * vv10Kernel w k w' k' (r ^ 2 + D ^ 2)) := by
    unfold vv10Kernel
    fun_prop
  -- dominate by the kernel with the smaller parameters on both sides
  refine Integrable.mono (sheetEnergy_self (lt_min hw hw') (lt_min hk hk') D).1
    hmeas.aestronglyMeasurable (ae_restrict_of_forall_mem measurableSet_Ioi ?_)
  intro r hr
  have hr' : 0 < r := hr
  have h := vv10Kernel_mono (lt_min hw hw') (lt_min hk hk') (lt_min hw hw')
    (lt_min hk hk') (min_le_left w w') (min_le_left k k') (min_le_right w w')
    (min_le_right k k') (show 0 ≤ r ^ 2 + D ^ 2 by positivity)
  have hc : 0 ≤ 2 * π * r := by positivity
  have h1 := mul_le_mul_of_nonneg_left h.1 hc
  have h2 := mul_nonpos_of_nonneg_of_nonpos hc h.2.le
  rw [Real.norm_eq_abs, Real.norm_eq_abs, abs_of_nonpos h2, abs_of_nonpos (h1.trans h2)]
  linarith
```

With convergence known, the pointwise inequality $\Phi_{\text{smaller}}\le\Phi_{\text{larger}}$ can be multiplied by $2\pi r\ge 0$ and integrated. Raising any parameter therefore raises $E(D)$ or leaves it unchanged.

```lean
/-- Raising any VV10 parameter raises the sheet energy or leaves it unchanged. -/
theorem sheetEnergy_mono {a b a' b' w k w' k' : ℝ} (ha : 0 < a) (hb : 0 < b)
    (ha' : 0 < a') (hb' : 0 < b') (haw : a ≤ w) (hbk : b ≤ k) (haw' : a' ≤ w')
    (hbk' : b' ≤ k') (D : ℝ) :
    sheetEnergy a b a' b' D ≤ sheetEnergy w k w' k' D := by
  refine setIntegral_mono_on (sheet_integrable ha hb ha' hb' D)
    (sheet_integrable (ha.trans_le haw) (hb.trans_le hbk) (ha'.trans_le haw')
      (hb'.trans_le hbk') D) measurableSet_Ioi ?_
  intro r hr
  have hr' : 0 < r := hr
  exact mul_le_mul_of_nonneg_left
    (vv10Kernel_mono ha hb ha' hb' haw hbk haw' hbk' (by positivity)).1 (by positivity)
```

Let $M=\max(w,w')$ and $K=\max(k,k')$. Lowering all parameters to $(m,q)$, or raising them all to $(M,K)$, leads back to the case of like elements, and

$$-\frac{3\pi}{8m(mD^2+q)^2} \;\le\; E(D) \;\le\; -\frac{3\pi}{8M(MD^2+K)^2}.$$

Each half of the proof rewrites the bound as a `sheetEnergy` by the closed form and then applies monotonicity.

```lean
/-- The sheet energy for unlike parameters lies between the closed forms taken at the
smaller and at the larger parameters. -/
theorem sheetEnergy_bounds {w k w' k' : ℝ} (hw : 0 < w) (hk : 0 < k) (hw' : 0 < w')
    (hk' : 0 < k') (D : ℝ) :
    -3 * π / (8 * min w w' * (min w w' * D ^ 2 + min k k') ^ 2) ≤ sheetEnergy w k w' k' D ∧
      sheetEnergy w k w' k' D ≤
        -3 * π / (8 * max w w' * (max w w' * D ^ 2 + max k k') ^ 2) := by
  constructor
  · rw [← (sheetEnergy_self (lt_min hw hw') (lt_min hk hk') D).2]
    exact sheetEnergy_mono (lt_min hw hw') (lt_min hk hk') (lt_min hw hw') (lt_min hk hk')
      (min_le_left _ _) (min_le_left _ _) (min_le_right _ _) (min_le_right _ _) D
  · rw [← (sheetEnergy_self (lt_max_of_lt_left hw) (lt_max_of_lt_left hk) D).2]
    exact sheetEnergy_mono hw hk hw' hk'
      (le_max_left _ _) (le_max_left _ _) (le_max_right _ _) (le_max_right _ _) D
```

## Decay at large distance

The lower bound limits the strength of the attraction. For $D>0$, leaving out $q$ makes the denominator smaller, so for any real $p$

$$|D^pE(D)| \le \frac{3\pi\,D^p}{8m(mD^2+q)^2} \le \frac{3\pi\,D^p}{8m\,(mD^2)^2} = \frac{3\pi}{8m^3}\,D^{-(4-p)}.$$

If $p<4$, the right-hand side tends to zero, and so does $D^pE(D)$.

In the statement, `Tendsto … atTop (𝓝 0)` is the limit $D\to\infty$, and `D ^ p` is a real power. The proof is a squeeze: `hlim` is the limit of the bound, `h1` leaves out $q$, `h2` combines this with the lower bound on the energy, and `hpow` splits $D^p$ into $D^{-(4-p)}D^4$.

```lean
/-- For every real power `p < 4`, the product `D ^ p * E(D)` of distance and VV10 sheet
energy tends to zero at large distance. -/
theorem tendsto_rpow_mul_sheetEnergy {w k w' k' p : ℝ} (hw : 0 < w) (hk : 0 < k)
    (hw' : 0 < w') (hk' : 0 < k') (hp : p < 4) :
    Tendsto (fun D : ℝ => D ^ p * sheetEnergy w k w' k' D) atTop (𝓝 0) := by
  have hm : 0 < min w w' := lt_min hw hw'
  have hq : 0 < min k k' := lt_min hk hk'
  have hb := fun D : ℝ => (sheetEnergy_bounds hw hk hw' hk' D).1
  generalize min w w' = m at hm hb
  generalize min k k' = q at hq hb
  have hlim : Tendsto (fun D : ℝ => 3 * π / (8 * m ^ 3) * D ^ (-(4 - p))) atTop (𝓝 0) := by
    simpa using (tendsto_rpow_neg_atTop (sub_pos.2 hp)).const_mul (3 * π / (8 * m ^ 3))
  refine squeeze_zero_norm' ?_ hlim
  filter_upwards [eventually_gt_atTop (0 : ℝ)] with D hD
  have hneg : sheetEnergy w k w' k' D ≤ 0 :=
    (sheetEnergy_bounds hw hk hw' hk' D).2.trans
      (div_nonpos_of_nonpos_of_nonneg (by linarith [Real.pi_pos])
        (by
          have hM : 0 < max w w' := lt_max_of_lt_left hw
          positivity))
  -- dropping the damping parameter `q` leaves a pure inverse fourth power
  have h0 : m * D ^ 2 ≤ m * D ^ 2 + q := by linarith
  have h1 : 3 * π / (8 * m * (m * D ^ 2 + q) ^ 2) ≤ 3 * π / (8 * m * (m * D ^ 2) ^ 2) := by
    gcongr
  have h2 : -sheetEnergy w k w' k' D ≤ 3 * π / (8 * m * (m * D ^ 2) ^ 2) := by
    have h := hb D
    rw [neg_mul, neg_div] at h
    linarith
  have hpow : D ^ p = D ^ (-(4 - p)) * D ^ 4 := by
    rw [← Real.rpow_natCast D 4, ← Real.rpow_add hD]
    congr 1
    push_cast
    ring
  have hDp : 0 ≤ D ^ p := Real.rpow_nonneg hD.le p
  rw [Real.norm_eq_abs, abs_of_nonpos (mul_nonpos_of_nonneg_of_nonpos hDp hneg), ← mul_neg]
  refine (mul_le_mul_of_nonneg_left h2 hDp).trans (le_of_eq ?_)
  rw [hpow]
  generalize D ^ (-(4 - p)) = y
  field_simp
```

The exponent 4 is the right threshold. For like elements the closed form gives, for $D>0$,

$$D^4E(D) = -\frac{3\pi}{8w\,(w+k/D^2)^2} \longrightarrow -\frac{3\pi}{8w^3},$$

and this limit is not zero. The damping $k$ has dropped out, so of the two parameters only the frequency $w$ enters the limit; the densities left out of the kernel would multiply it by a constant. The proof takes the limits in the same order, first $k/D^2\to0$ and then the whole fraction, and identifies the expression with $D^4E(D)$ for positive $D$.

```lean
/-- For equal parameters `D⁴ E(D)` tends to the nonzero constant `-3 π / (8 w³)`. -/
theorem tendsto_pow_four_mul_sheetEnergy {w k : ℝ} (hw : 0 < w) (hk : 0 < k) :
    Tendsto (fun D : ℝ => D ^ 4 * sheetEnergy w k w k D) atTop
      (𝓝 (-3 * π / (8 * w ^ 3))) := by
  have h0 : Tendsto (fun D : ℝ => k / D ^ 2) atTop (𝓝 0) :=
    tendsto_const_nhds.div_atTop (tendsto_pow_atTop two_ne_zero)
  have h1 : Tendsto (fun D : ℝ => w + k / D ^ 2) atTop (𝓝 w) := by
    simpa using h0.const_add w
  have h2 : Tendsto (fun D : ℝ => -3 * π / (8 * w * (w + k / D ^ 2) ^ 2)) atTop
      (𝓝 (-3 * π / (8 * w * w ^ 2))) :=
    tendsto_const_nhds.div ((h1.pow 2).const_mul (8 * w)) (by positivity)
  rw [show 8 * w ^ 3 = 8 * w * w ^ 2 by ring]
  refine h2.congr' ?_
  filter_upwards [eventually_gt_atTop (0 : ℝ)] with D hD
  have hg : w * D ^ 2 + k ≠ 0 := by positivity
  have e : w + k / D ^ 2 = (w * D ^ 2 + k) / D ^ 2 := by field_simp
  rw [(sheetEnergy_self hw hk D).2, e]
  field_simp
```

## Comparison with metallic sheets

Two thin parallel metallic sheets attract each other at large separation, without retardation and at zero temperature, with an energy per area of the form $-C/D^{5/2}$. The constant $C>0$ stands for the strength that comes from the zero-point energy of the coupled long-wavelength plasmons of the sheets. These are collective motions of the electrons, and a sum over pairs with fixed local parameters does not contain them. Here the law is taken as given, with $C$ arbitrary, so the constant factor between $E(D)$ and the VV10 energy per area can be absorbed into $C$.

Setting $p=5/2$ in the decay result gives $D^{5/2}E(D)\to0$. From some distance on, $D^{5/2}E(D) > -C$, and division by $D^{5/2}>0$ yields

$$-\frac{C}{D^{5/2}} < E(D) < 0.$$

The theorem states the left inequality; the right one follows from the upper bound found earlier. The quantifier `∀ᶠ D : ℝ in atTop` means "for all sufficiently large $D$", and the distance at which this begins depends on $C$ and on the parameters. In the numerical instance with $C=0.1$, the VV10 attraction is still the stronger one at $D=3$ and is the weaker one at $D=7$.

```lean
/-- For any strength `C > 0`, the VV10 sheet energy at large distance lies above the
metallic-sheet law `-C / D^(5/2)`. -/
theorem sheetEnergy_above_metallic_law {w k w' k' C : ℝ} (hw : 0 < w) (hk : 0 < k)
    (hw' : 0 < w') (hk' : 0 < k') (hC : 0 < C) :
    ∀ᶠ D : ℝ in atTop, -C / D ^ (5 / 2 : ℝ) < sheetEnergy w k w' k' D := by
  have h := tendsto_rpow_mul_sheetEnergy hw hk hw' hk' (show (5 / 2 : ℝ) < 4 by norm_num)
  filter_upwards [h.eventually (Ioi_mem_nhds (neg_lt_zero.2 hC)),
    eventually_gt_atTop (0 : ℝ)] with D h1 hD
  have h2 : -C < D ^ (5 / 2 : ℝ) * sheetEnergy w k w' k' D := h1
  rw [div_lt_iff₀ (Real.rpow_pos_of_pos hD _), mul_comm]
  exact h2

end

end VV10Sheet
```

```lean
#print axioms VV10Sheet.tendsto_pow_four_mul_sheetEnergy
#print axioms VV10Sheet.sheetEnergy_above_metallic_law
```

```
'VV10Sheet.tendsto_pow_four_mul_sheetEnergy' depends on axioms: [propext, Classical.choice, Quot.sound]
'VV10Sheet.sheetEnergy_above_metallic_law' depends on axioms: [propext, Classical.choice, Quot.sound]
```

For electronic-structure calculations on two thin metallic layers, this means that VV10 underestimates their attraction at wide separation, within the model of thin uniform sheets with fixed parameters. The result concerns the distant tail alone and does not judge binding energies near equilibrium spacing, where density overlap and the other parts of the functional also contribute.
